# At fixed density, the filled Fermi sphere minimises the kinetic energy density of isotropic Pauli-bounded occupations

**Q:** I know the picture of filling phase space from the bottom. What is the smallest case in which I can see why it minimises the energy?

**A:** Two levels ε₁ < ε₂ and one particle, with occupations a and b between 0 and 1 and a + b = 1. Choose a level μ strictly between ε₁ and ε₂. Since (a − 1) + b = 0, the energy above the filled lower level is

ε₁a + ε₂b − ε₁ = (ε₁ − μ)(a − 1) + (ε₂ − μ)b.

Both terms on the right are nonnegative: the first is a product of two nonpositive factors, the second of two nonnegative ones. The sum vanishes only for a = 1, b = 0.

**Q:** And for a continuum of wave numbers?

**A:** Let f(k) be the occupation at wave number k, the same for both spins and all directions, with 0 ≤ f ≤ 1. Counting states in three dimensions gives the particle density n and the kinetic energy density τ, in atomic units:

n = 2 ∫ d³k/(2π)³ f = ∫ k²f dk / π²

τ = 2 ∫ d³k/(2π)³ (k²/2) f = ∫ k⁴f dk / (2π²),

where the integrals over k run from 0 to ∞. If τ is finite, so is n, because k²f ≤ 1 for k ≤ 1 and k²f ≤ k⁴f for k > 1.

Set K = (3π²n)^(1/3) and let g be 1 on [0, K] and 0 elsewhere. Since ∫ k^m g dk = K^(m+1)/(m+1), the sphere g has density K³/(3π²) = n and kinetic energy density

K⁵/(10π²) = (3π²n)^(5/3)/(10π²) = (3/10)(3π²)^(2/3) n^(5/3).

Call this value τ_TF. The Fermi level K²/2 now plays the part of μ. At every k > 0,

(k² − K²) k² (f − g) ≥ 0,

because below K both differences are nonpositive and above K both are nonnegative. Integrating gives

∫ (k² − K²) k² (f − g) dk = ∫ k⁴f dk − ∫ k⁴g dk − K²(∫ k²f dk − ∫ k²g dk) = 2π²(τ − τ_TF).

The bracket vanishes because the densities agree. Hence τ ≥ τ_TF. If equality holds, the nonnegative integrand is zero almost everywhere, and away from k = K that forces f = g. Conversely, if f = g almost everywhere, the integral is zero.

**Q:** Now convince me that the Lean file speaks about the same f. Where does the Pauli principle enter?

```lean
import Mathlib

open MeasureTheory Set
open scoped Real

namespace PhaseSpaceFilling

noncomputable section

/-- An isotropic occupation of wave numbers `k > 0` that obeys the Pauli bounds `0 ≤ f ≤ 1`
and has a finite kinetic energy density. -/
structure Admissible (f : ℝ → ℝ) : Prop where
  nonneg : ∀ k, 0 < k → 0 ≤ f k
  le_one : ∀ k, 0 < k → f k ≤ 1
  finite_energy : IntegrableOn (fun k => k ^ 4 * f k) (Ioi 0)
```

**A:** As the two bounds in `Admissible`. Both are assumed. The upper one stands for the exclusion principle, by which an orbital holds at most one electron of each spin; the lower one says that an occupation is never negative. The third field says that the kinetic energy density is finite. The function is defined on all of ℝ, but only its values on `Ioi 0`, the open half-line k > 0, are constrained or used.

**Q:** I see no measurability condition.

**A:** Integrability of k⁴f already contains it, up to sets of measure zero. The two densities are then the moments from above, with the spin factor 2 absorbed in the prefactors.

```lean
/-- The particle density `n = ∫ k² f / π²`, with two spin states per orbital. -/
def particleDensity (f : ℝ → ℝ) : ℝ := (∫ k in Ioi (0 : ℝ), k ^ 2 * f k) / π ^ 2

/-- The kinetic energy density `τ = ∫ k⁴ f / (2π²)` in atomic units. -/
def kineticDensity (f : ℝ → ℝ) : ℝ := (∫ k in Ioi (0 : ℝ), k ^ 4 * f k) / (2 * π ^ 2)
```

**Q:** And the Thomas-Fermi side?

**A:** `fermiSea K` is g, `fermiMomentum n` is the Fermi wave number, and `thomasFermi n` is the familiar expression. The fractional exponents are real powers, used for n ≥ 0.

```lean
/-- The filled Fermi sphere: occupation one on `[0, K]` and zero elsewhere. -/
def fermiSea (K : ℝ) : ℝ → ℝ := (Icc 0 K).indicator (fun _ => 1)

/-- The Fermi wave number `(3π² n)^(1/3)` of a density `n ≥ 0`. -/
def fermiMomentum (n : ℝ) : ℝ := (3 * π ^ 2 * n) ^ (1 / 3 : ℝ)

/-- The Thomas-Fermi kinetic energy density `(3/10) (3π²)^(2/3) n^(5/3)` for `n ≥ 0`. -/
def thomasFermi (n : ℝ) : ℝ := 3 / 10 * (3 * π ^ 2) ^ (2 / 3 : ℝ) * n ^ (5 / 3 : ℝ)
```

**Q:** So is this a lower bound on the kinetic energy of a real atom?

**A:** No. It concerns a semiclassical, isotropic occupation at one point in space. It neither bounds the kinetic energy of a many-electron wave function nor treats the Thomas-Fermi atom with its potential and self-consistent density. For orbital-free density functional theory, it identifies the Thomas-Fermi kinetic energy density as the minimum over such spin-unpolarised occupations at given n.

**Q:** Then show me the mechanism in the code.

**A:** It is this integrand. Divided by 2π², it is the change in the number of electrons per unit volume and per unit k, times their energy measured from K²/2.

```lean
/-- The integrand `(k² - K²) k² (f - fermiSea K)`: the change of occupation relative to the filled
sphere, weighted by `k²` and by twice the energy measured from the Fermi level. -/
def shellCost (f : ℝ → ℝ) (K k : ℝ) : ℝ := (k ^ 2 - K ^ 2) * (k ^ 2 * (f k - fermiSea K k))
```

The moments of the sphere come next. Both lemmas rewrite the integrand as k^m cut off to [0, K]. The first uses continuity on a bounded interval, and the second evaluates the integral with `integral_pow`.

```lean
/-- Every power moment of a filled Fermi sphere is integrable. -/
theorem fermiSea_integrable (K : ℝ) (m : ℕ) :
    IntegrableOn (fun k => k ^ m * fermiSea K k) (Ioi 0) := by
  have h : (fun k => k ^ m * fermiSea K k) = (Icc 0 K).indicator (fun k => k ^ m) := by
    funext k
    simp only [fermiSea, Set.indicator_apply, mul_ite, mul_one, mul_zero]
  rw [h]
  exact ((continuous_pow m).continuousOn.integrableOn_Icc.integrable_indicator
    measurableSet_Icc).integrableOn

/-- The `m`-th moment of the Fermi sphere of radius `K ≥ 0` is `K^(m+1)/(m+1)`. -/
theorem fermiSea_moment {K : ℝ} (hK : 0 ≤ K) (m : ℕ) :
    ∫ k in Ioi (0 : ℝ), k ^ m * fermiSea K k = K ^ (m + 1) / (m + 1) := by
  have h : (fun k => k ^ m * fermiSea K k) = (Icc 0 K).indicator (fun k => k ^ m) := by
    funext k
    simp only [fermiSea, Set.indicator_apply, mul_ite, mul_one, mul_zero]
  have hs : Ioi (0 : ℝ) ∩ Icc 0 K = Ioc 0 K := by
    ext k
    exact ⟨fun h => ⟨h.1, h.2.2⟩, fun h => ⟨h.1, h.1.le, h.2⟩⟩
  rw [h, setIntegral_indicator measurableSet_Icc, hs, ← intervalIntegral.integral_of_le hK,
    integral_pow]
  simp
```

**Q:** You assumed a finite energy but not a finite density.

**A:** The density is derived, by the split at k = 1. The code dominates k²f by the single function `fermiSea 1 k` + k⁴f, and `hg.mono'` turns that bound into integrability. Measurability of k²f comes from dividing k⁴f by k².

```lean
/-- For an admissible occupation the density integral converges, and the density is
nonnegative. -/
theorem density_finite {f : ℝ → ℝ} (h : Admissible f) :
    IntegrableOn (fun k => k ^ 2 * f k) (Ioi 0) ∧ 0 ≤ particleDensity f := by
  constructor
  · have h2 : Measurable (fun k : ℝ => (k ^ 2)⁻¹) := by fun_prop
    have hm : AEStronglyMeasurable (fun k => k ^ 2 * f k) (volume.restrict (Ioi 0)) := by
      refine (h.finite_energy.aestronglyMeasurable.mul h2.aestronglyMeasurable).congr ?_
      filter_upwards [ae_restrict_mem measurableSet_Ioi] with k hk
      change k ^ 4 * f k * (k ^ 2)⁻¹ = k ^ 2 * f k
      have hi : k ^ 2 * (k ^ 2)⁻¹ = 1 := mul_inv_cancel₀ (pow_ne_zero 2 (mem_Ioi.mp hk).ne')
      linear_combination (k ^ 2 * f k) * hi
    have hg : Integrable (fun k => k ^ 0 * fermiSea 1 k + k ^ 4 * f k)
        (volume.restrict (Ioi 0)) := (fermiSea_integrable 1 0).add h.finite_energy
    refine hg.mono' hm ?_
    filter_upwards [ae_restrict_mem measurableSet_Ioi] with k hk
    have hk0 : 0 < k := hk
    have hf := h.nonneg k hk0
    rw [Real.norm_of_nonneg (mul_nonneg (sq_nonneg k) hf)]
    -- the Pauli bound controls small k, the kinetic energy controls large k
    by_cases h1 : k ≤ 1
    · have hs : fermiSea 1 k = 1 := by
        unfold fermiSea
        exact Set.indicator_of_mem (show k ∈ Icc (0 : ℝ) 1 from ⟨hk0.le, h1⟩) _
      have ha : k ^ 2 * f k ≤ 1 :=
        mul_le_one₀ (pow_le_one₀ hk0.le h1) hf (h.le_one k hk0)
      have hb : 0 ≤ k ^ 4 * f k := by positivity
      rw [hs]
      linarith
    · have hs : fermiSea 1 k = 0 := Set.indicator_of_notMem (fun hh => h1 hh.2) _
      have ha : k ^ 2 ≤ k ^ 4 := pow_le_pow_right₀ (not_le.mp h1).le (by norm_num)
      have hb := mul_le_mul_of_nonneg_right ha hf
      rw [hs]
      linarith
  · exact div_nonneg (setIntegral_nonneg measurableSet_Ioi
      fun k hk => mul_nonneg (sq_nonneg k) (h.nonneg k hk)) (sq_nonneg π)
```

The sign argument splits on `k ≤ K`, as by hand. In the first case `le_one` is used, in the second `nonneg`, so each Pauli bound does its work on one side of the Fermi level.

```lean
/-- For an admissible occupation and `K ≥ 0`, no wave number `k > 0` contributes negatively to
the energy measured from the Fermi level, relative to the filled sphere. -/
theorem shellCost_nonneg {f : ℝ → ℝ} (h : Admissible f) {K k : ℝ} (hK : 0 ≤ K) (hk : 0 < k) :
    0 ≤ shellCost f K k := by
  unfold shellCost
  by_cases hkK : k ≤ K
  · have hs : fermiSea K k = 1 := by
      unfold fermiSea
      exact Set.indicator_of_mem (show k ∈ Icc (0 : ℝ) K from ⟨hk.le, hkK⟩) _
    have ha : 0 ≤ K ^ 2 - k ^ 2 := by nlinarith
    have hb : 0 ≤ k ^ 2 * (1 - f k) :=
      mul_nonneg (sq_nonneg k) (sub_nonneg.mpr (h.le_one k hk))
    rw [hs]
    nlinarith [mul_nonneg ha hb]
  · have hs : fermiSea K k = 0 := Set.indicator_of_notMem (fun hh => hkK hh.2) _
    have ha : 0 ≤ k ^ 2 - K ^ 2 := by nlinarith [not_le.mp hkK]
    rw [hs, sub_zero]
    exact mul_nonneg ha (mul_nonneg (sq_nonneg k) (h.nonneg k hk))
```

**Q:** Do the constants come out right?

**A:** The next lemma gives K³ = 3π²n and K⁵/(10π²) = τ_TF by the laws of real powers. The one after it inserts the moments for m = 2 and m = 4, so every n ≥ 0 is reached by an admissible sphere with exactly the Thomas-Fermi value.

```lean
/-- For a density `n ≥ 0`, the Fermi wave number `K` is nonnegative and satisfies `K³ = 3π² n`,
and `K⁵/(10π²)` is the Thomas-Fermi kinetic energy density. -/
theorem fermiMomentum_spec {n : ℝ} (hn : 0 ≤ n) :
    0 ≤ fermiMomentum n ∧ fermiMomentum n ^ 3 = 3 * π ^ 2 * n ∧
      fermiMomentum n ^ 5 / (10 * π ^ 2) = thomasFermi n := by
  have h0 : 0 ≤ 3 * π ^ 2 * n := by positivity
  have hp : 0 < 3 * π ^ 2 := by positivity
  refine ⟨Real.rpow_nonneg h0 _, ?_, ?_⟩
  · unfold fermiMomentum
    rw [← Real.rpow_natCast ((3 * π ^ 2 * n) ^ (1 / 3 : ℝ)) 3, ← Real.rpow_mul h0,
      show (1 / 3 : ℝ) * ((3 : ℕ) : ℝ) = 1 by norm_num, Real.rpow_one]
  · have h5 : (3 * π ^ 2) ^ (5 / 3 : ℝ) = 3 * π ^ 2 * (3 * π ^ 2) ^ (2 / 3 : ℝ) := by
      rw [show (5 / 3 : ℝ) = 1 + 2 / 3 by norm_num, Real.rpow_add hp, Real.rpow_one]
    unfold fermiMomentum thomasFermi
    rw [← Real.rpow_natCast ((3 * π ^ 2 * n) ^ (1 / 3 : ℝ)) 5, ← Real.rpow_mul h0,
      show (1 / 3 : ℝ) * ((5 : ℕ) : ℝ) = 5 / 3 by norm_num, Real.mul_rpow hp.le hn, h5]
    generalize (3 * π ^ 2) ^ (2 / 3 : ℝ) = a
    generalize n ^ (5 / 3 : ℝ) = b
    rw [div_eq_iff (by positivity)]
    ring

/-- For every `n ≥ 0` the Fermi sphere of radius `(3π² n)^(1/3)` is admissible, has density `n`,
and has exactly the Thomas-Fermi kinetic energy density. -/
theorem fermiSea_attains {n : ℝ} (hn : 0 ≤ n) :
    Admissible (fermiSea (fermiMomentum n)) ∧
      particleDensity (fermiSea (fermiMomentum n)) = n ∧
      kineticDensity (fermiSea (fermiMomentum n)) = thomasFermi n := by
  obtain ⟨hK, h3, h5⟩ := fermiMomentum_spec hn
  have m2 : ∫ k in Ioi (0 : ℝ), k ^ 2 * fermiSea (fermiMomentum n) k
      = fermiMomentum n ^ 3 / 3 := (fermiSea_moment hK 2).trans (by norm_num)
  have m4 : ∫ k in Ioi (0 : ℝ), k ^ 4 * fermiSea (fermiMomentum n) k
      = fermiMomentum n ^ 5 / 5 := (fermiSea_moment hK 4).trans (by norm_num)
  refine ⟨⟨fun k _ => ?_, fun k _ => ?_, fermiSea_integrable _ 4⟩, ?_, ?_⟩
  · simp only [fermiSea, Set.indicator_apply]
    split_ifs <;> norm_num
  · simp only [fermiSea, Set.indicator_apply]
    split_ifs <;> norm_num
  · unfold particleDensity
    rw [m2, h3, div_div, div_eq_iff (by positivity)]
    ring
  · unfold kineticDensity
    rw [m4, ← h5]
    ring
```

**Q:** Does that include n = 0?

**A:** Yes. Then K = 0, the sphere shrinks to the single point k = 0, and both densities vanish. By the equality theorem below, an admissible f with n = 0 and τ = 0 is zero for almost every k > 0.

**Q:** Where do the equal densities enter?

**A:** In `hq`, which equates the two k² moments. The identity `e` expands the integrand into four terms, `integral_sub` integrates them separately, and `hq` cancels the two that carry K².

```lean
/-- For an admissible occupation the shell cost relative to the Fermi sphere of equal density is
integrable, and its integral over `2π²` is the kinetic energy in excess of Thomas-Fermi. -/
theorem kinetic_excess {f : ℝ → ℝ} (h : Admissible f) :
    IntegrableOn (shellCost f (fermiMomentum (particleDensity f))) (Ioi 0) ∧
      kineticDensity f - thomasFermi (particleDensity f) =
        (∫ k in Ioi (0 : ℝ), shellCost f (fermiMomentum (particleDensity f)) k)
          / (2 * π ^ 2) := by
  obtain ⟨hi, hn⟩ := density_finite h
  obtain ⟨-, hd, ht⟩ := fermiSea_attains hn
  rw [← ht]
  generalize fermiMomentum (particleDensity f) = K at hd ⊢
  have e : shellCost f K = fun k => (k ^ 4 * f k - K ^ 2 * (k ^ 2 * f k)) -
      (k ^ 4 * fermiSea K k - K ^ 2 * (k ^ 2 * fermiSea K k)) := by
    funext k
    unfold shellCost
    ring
  have B : Integrable (fun k => K ^ 2 * (k ^ 2 * f k)) (volume.restrict (Ioi 0)) :=
    hi.const_mul (K ^ 2)
  have D : Integrable (fun k => K ^ 2 * (k ^ 2 * fermiSea K k)) (volume.restrict (Ioi 0)) :=
    (fermiSea_integrable K 2).const_mul (K ^ 2)
  have AB : Integrable (fun k => k ^ 4 * f k - K ^ 2 * (k ^ 2 * f k))
      (volume.restrict (Ioi 0)) := h.finite_energy.sub B
  have CD : Integrable (fun k => k ^ 4 * fermiSea K k - K ^ 2 * (k ^ 2 * fermiSea K k))
      (volume.restrict (Ioi 0)) := (fermiSea_integrable K 4).sub D
  rw [e]
  refine ⟨AB.sub CD, ?_⟩
  -- equal densities cancel the two terms proportional to K²
  have hq : ∫ k in Ioi (0 : ℝ), k ^ 2 * fermiSea K k = ∫ k in Ioi (0 : ℝ), k ^ 2 * f k := by
    unfold particleDensity at hd
    exact (div_left_inj' (pow_ne_zero 2 Real.pi_ne_zero)).mp hd
  rw [integral_sub AB CD, integral_sub h.finite_energy B,
    integral_sub (fermiSea_integrable K 4) D, integral_const_mul, integral_const_mul, hq]
  unfold kineticDensity
  ring
```

The inequality is now short: the excess is the integral of a nonnegative function divided by a positive number. In words, the theorem says that every admissible f has a kinetic energy density at least as large as the Thomas-Fermi value at its own particle density.

```lean
/-- Phase-space filling: every admissible occupation has at least the Thomas-Fermi kinetic
energy density `(3/10) (3π²)^(2/3) n^(5/3)` of its own particle density `n`. -/
theorem thomasFermi_le_kineticDensity {f : ℝ → ℝ} (h : Admissible f) :
    thomasFermi (particleDensity f) ≤ kineticDensity f := by
  have hK := (fermiMomentum_spec (density_finite h).2).1
  rw [← sub_nonneg, (kinetic_excess h).2]
  exact div_nonneg (setIntegral_nonneg measurableSet_Ioi
    fun k hk => shellCost_nonneg h hK hk) (by positivity)
```

**Q:** And uniqueness? An integral can't see a single point.

**A:** That is why the last theorem says "for almost every k > 0", written `∀ᵐ` with the measure restricted to `Ioi 0`. It turns on one Mathlib lemma, `integral_eq_zero_iff_of_nonneg_ae`: an integrable function that is nonnegative almost everywhere has integral zero exactly when it is zero almost everywhere. Integrability matters here, since Mathlib gives a non-integrable function the integral zero; this is why `kinetic_excess` delivers it together with the formula.

From a vanishing integrand the code discards the point k = K, which has measure zero. Elsewhere k² − K² and k² are both nonzero, so f − g must vanish. In the other direction, substituting f = g makes the integrand zero.

```lean
/-- An admissible occupation has exactly the Thomas-Fermi kinetic energy density if and only if
it agrees, for almost every `k > 0`, with the filled Fermi sphere of its own density. -/
theorem kineticDensity_eq_iff {f : ℝ → ℝ} (h : Admissible f) :
    kineticDensity f = thomasFermi (particleDensity f) ↔
      ∀ᵐ k ∂(volume.restrict (Ioi (0 : ℝ))),
        f k = fermiSea (fermiMomentum (particleDensity f)) k := by
  have hK := (fermiMomentum_spec (density_finite h).2).1
  obtain ⟨hint, hex⟩ := kinetic_excess h
  have hp : 2 * π ^ 2 ≠ 0 := by positivity
  rw [← sub_eq_zero, hex, div_eq_zero_iff, or_iff_left hp]
  generalize fermiMomentum (particleDensity f) = K at hK hint ⊢
  have hnn : 0 ≤ᵐ[volume.restrict (Ioi (0 : ℝ))] shellCost f K := by
    filter_upwards [ae_restrict_mem measurableSet_Ioi] with k hk
    exact shellCost_nonneg h hK hk
  rw [integral_eq_zero_iff_of_nonneg_ae hnn hint]
  constructor
  · intro hz
    have hne : ∀ᵐ k ∂(volume.restrict (Ioi (0 : ℝ))), k ∈ ({K} : Set ℝ)ᶜ :=
      compl_mem_ae_iff.mpr (measure_singleton K)
    -- away from the Fermi surface a vanishing cost fixes the occupation
    filter_upwards [hz, hne, ae_restrict_mem measurableSet_Ioi] with k h0 hkK hk
    have hk0 : 0 < k := hk
    have h1 : (k ^ 2 - K ^ 2) * (k ^ 2 * (f k - fermiSea K k)) = 0 := h0
    have h2 : k ^ 2 - K ^ 2 ≠ 0 := by
      intro hh
      have h3 : (k - K) * (k + K) = 0 := by linear_combination hh
      rcases mul_eq_zero.mp h3 with h4 | h4
      · exact hkK (sub_eq_zero.mp h4)
      · linarith
    have h5 := (mul_eq_zero.mp h1).resolve_left h2
    exact sub_eq_zero.mp ((mul_eq_zero.mp h5).resolve_left (pow_ne_zero 2 hk0.ne'))
  · intro hf
    filter_upwards [hf] with k hk
    change (k ^ 2 - K ^ 2) * (k ^ 2 * (f k - fermiSea K k)) = 0
    rw [hk]
    ring

end

end PhaseSpaceFilling
```

```lean
#print axioms PhaseSpaceFilling.thomasFermi_le_kineticDensity
#print axioms PhaseSpaceFilling.kineticDensity_eq_iff
```

```
'PhaseSpaceFilling.thomasFermi_le_kineticDensity' depends on axioms: [propext, Classical.choice, Quot.sound]
'PhaseSpaceFilling.kineticDensity_eq_iff' depends on axioms: [propext, Classical.choice, Quot.sound]
```

**Q:** Give me a number, then, for an occupation that isn't a sphere.

**A:** Take f = 1/2 on [0, Q] and zero beyond, with Q > 0. Then n = Q³/(6π²) and τ = Q⁵/(20π²), while K³ = Q³/2. The ratio τ/τ_TF is 2^(2/3), about 1.59: half-filling the states spreads the same electrons over twice the volume in k-space, and the kinetic energy density rises by the factor 2^(2/3).
